# Scaled radial orbitals at fixed ER²: R⁴ for the squared norm of the energy derivative, R⁶ for its energy slope

Q: In an LAPW calculation I enlarge a muffin-tin sphere from radius $1$ to $R$. Inside it the basis combines $u(E_0,r)$ and $\partial u/\partial E(E_0,r)$, the two functions in the linearization of the orbital $u(E,r)$ about a fixed energy $E_0$, and the bands get worse away from $E_0$. You say that powers of $R$ can be read off for a free channel. Where do they come from?

A: From a change of variables. Let $v(e,x)$ be $x$ times the radial wavefunction on the unit sphere, with $\hbar^2/2m=1$ and no potential:
$$-v''+\frac{l(l+1)}{x^2}v=e\,v .$$
Here primes on $v$ are derivatives in $x$, and $l$ is the angular momentum. Define, for $R>0$,
$$u_R(E,r)=R^{-1/2}\,v(ER^2,\,r/R).$$
Two radial derivatives give $R^{-2}$, so with $x=r/R$ and $e=ER^2$,
$$u_R''=R^{-2}\Big(\frac{l(l+1)}{x^2}-ER^2\Big)u_R=\Big(\frac{l(l+1)}{r^2}-E\Big)u_R .$$
The copy therefore solves the free equation at energy $E$ on the larger sphere.

Q: And the norms?

A: Substituting $r=Rx$ gives
$$\int_0^R u_R^2\,dr=\int_0^R R^{-1}v(ER^2,r/R)^2\,dr=\int_0^1 v(ER^2,x)^2\,dx .$$
Now let $w=\partial v/\partial e$, and let $N_1(e)=\int_0^1 w(e,x)^2dx$ and $N_R(E)=\int_0^R(\partial u_R/\partial E)^2dr$. The chain rule in energy gives
$$\frac{\partial u_R}{\partial E}=R^2\,R^{-1/2}\,w(ER^2,r/R).$$
Squaring and substituting as before, then differentiating once more,
$$N_R(E)=R^4N_1(ER^2),\qquad \frac{dN_R}{dE}=R^4\cdot R^2\,N_1'(ER^2)=R^6N_1'(ER^2).$$

Q: So the linearization error grows as $R^6$?

A: No, $R^6$ belongs to the energy slope of $N_R$, and it is a pure power only at fixed $ER^2$. For the error itself, put $e_0=E_0R^2$. Since $(E-E_0)R^2=e-e_0$,
$$u_R(E,r)-u_R(E_0,r)-(E-E_0)\frac{\partial u_R}{\partial E}(E_0,r)=R^{-1/2}\big[v(e,x)-v(e_0,x)-(e-e_0)w(e_0,x)\big].$$
The squared norm of the left side over $[0,R]$ thus equals that of the bracket over $[0,1]$. A larger sphere acts like a wider energy window on the unit sphere, taken about $E_0R^2$ instead of $E_0$.

Q: Show me that the formal objects are these ones.

```lean
import Mathlib

open MeasureTheory Set

namespace LinearizationScaling

noncomputable section
```

A: The orbital is a real function of energy and radius, and its scaled copy is the formula above.

```lean
/-- The orbital `R^(-1/2) v(E R², r/R)` on a sphere of radius `R`, built from an orbital `v`
on the unit sphere. -/
def scaledOrbital (R : ℝ) (v : ℝ → ℝ → ℝ) (E r : ℝ) : ℝ :=
  (√R)⁻¹ * v (E * R ^ 2) (r / R)
```

Q: Is `sphereNorm` a norm?

A: It is the squared norm, $\int_0^R f^2\,dr$. There is no $r^2$ weight because $f$ already contains the factor $r$.

```lean
/-- The squared norm of a radial function on the sphere of radius `R`. -/
def sphereNorm (R : ℝ) (f : ℝ → ℝ) : ℝ := ∫ r in (0 : ℝ)..R, f r ^ 2
```

A: The energy derivative is the actual derivative at fixed radius, and `dotNorm` is $N_R$, or $N_1$ when the radius is $1$.

```lean
/-- The energy derivative of an orbital at fixed radius. -/
def energyDeriv (u : ℝ → ℝ → ℝ) (E r : ℝ) : ℝ := deriv (fun e => u e r) E

/-- The squared norm of the energy derivative on the sphere of radius `R`. -/
def dotNorm (R : ℝ) (u : ℝ → ℝ → ℝ) (E : ℝ) : ℝ := sphereNorm R (energyDeriv u E)
```

A: The remainder left by linearizing about $E_0$ is a function of its own.

```lean
/-- The difference between an orbital at energy `E` and its linearization about `E₀`. -/
def linError (u : ℝ → ℝ → ℝ) (E₀ E r : ℝ) : ℝ :=
  u E r - u E₀ r - (E - E₀) * energyDeriv u E₀ r
```

Q: Where does the Schrödinger equation enter?

A: In this predicate. The function `p` is the radial derivative of `f`, and the second condition gives the derivative of `p`. The equation is required on the open interval $(0,R)$, with no condition at the origin or at the sphere boundary.

```lean
/-- The function `f` solves the free radial equation `-f'' + l(l+1) f / r² = E f`
inside the sphere of radius `R`; `p` is its radial derivative. -/
def IsFreeRadial (l : ℕ) (R E : ℝ) (f : ℝ → ℝ) : Prop :=
  ∃ p : ℝ → ℝ, ∀ r ∈ Ioo 0 R, HasDerivAt f (p r) r ∧
    HasDerivAt p (((l : ℝ) * (l + 1) / r ^ 2 - E) * f r) r
```

A: The first theorem is the calculation with $u_R''$. It takes the unit-sphere derivative `p` and supplies $R^{-1/2}p(r/R)/R$ as the new one. The chain rule is applied twice, and the final `linear_combination` collects the powers of $R$.

```lean
/-- Scaling carries a free radial solution at energy `E R²` on the unit sphere to a free
radial solution at energy `E` on the sphere of radius `R`. -/
theorem scaledOrbital_isFreeRadial {l : ℕ} {R E : ℝ} (hR : 0 < R) {v : ℝ → ℝ → ℝ}
    (h : IsFreeRadial l 1 (E * R ^ 2) (v (E * R ^ 2))) :
    IsFreeRadial l R E (scaledOrbital R v E) := by
  obtain ⟨p, hp⟩ := h
  refine ⟨fun r => (√R)⁻¹ * (p (r / R) / R), fun r hr => ?_⟩
  have hr0 : r ≠ 0 := hr.1.ne'
  have hR0 : R ≠ 0 := hR.ne'
  obtain ⟨h1, h2⟩ := hp (r / R) ⟨div_pos hr.1 hR, (div_lt_one hR).2 hr.2⟩
  have hd : HasDerivAt (fun s : ℝ => s / R) (1 / R) r := (hasDerivAt_id' r).div_const R
  constructor
  · have h3 : HasDerivAt (fun s => v (E * R ^ 2) (s / R)) (p (r / R) * (1 / R)) r :=
      HasDerivAt.comp r h1 hd
    refine (h3.const_mul (√R)⁻¹).congr_deriv ?_
    ring
  · -- each radial derivative contributes a factor 1/R
    have h3 : HasDerivAt (fun s => p (s / R))
        (((l : ℝ) * (l + 1) / (r / R) ^ 2 - E * R ^ 2) * v (E * R ^ 2) (r / R) * (1 / R)) r :=
      HasDerivAt.comp r h2 hd
    refine ((h3.div_const R).const_mul (√R)⁻¹).congr_deriv ?_
    unfold scaledOrbital
    generalize v (E * R ^ 2) (r / R) = y
    generalize (√R)⁻¹ = c
    have h4 : (l : ℝ) * (l + 1) / (r / R) ^ 2 - E * R ^ 2
        = ((l : ℝ) * (l + 1) / r ^ 2 - E) * R ^ 2 := by
      rw [div_pow, div_div_eq_mul_div]
      ring
    have h5 : R ^ 2 * (1 / R) / R = 1 := by
      field_simp
    rw [h4]
    linear_combination (c * ((l : ℝ) * (l + 1) / r ^ 2 - E) * y) * h5
```

Q: Do the norm results then assume a free solution?

A: They don't. They hold for any $v$ with the stated differentiability, and the theorem above is what ties them to the free channel. With an atomic potential inside the sphere, the scaling would also have to change that potential, so these powers don't describe a fixed atom whose sphere is enlarged.

The norm identity comes next. `integral_comp_div` performs the substitution $x=r/R$ and produces a factor $R$, which cancels the $R^{-1}$ from the squared prefactor. Normalization is not assumed, but if $v$ is normalized at $ER^2$, so is $u_R$ at $E$.

```lean
/-- The scaled orbital has the same norm on the sphere of radius `R` as the original orbital,
taken at energy `E R²`, has on the unit sphere. -/
theorem sphereNorm_scaledOrbital {R : ℝ} (hR : 0 < R) (v : ℝ → ℝ → ℝ) (E : ℝ) :
    sphereNorm R (scaledOrbital R v E) = sphereNorm 1 (v (E * R ^ 2)) := by
  unfold sphereNorm
  have h : ∀ r, scaledOrbital R v E r ^ 2 = R⁻¹ * v (E * R ^ 2) (r / R) ^ 2 := by
    intro r
    unfold scaledOrbital
    rw [mul_pow, inv_pow, Real.sq_sqrt hR.le]
  -- substitute x = r / R
  have key := intervalIntegral.integral_comp_div (a := 0) (b := R)
    (fun x => v (E * R ^ 2) x ^ 2) hR.ne'
  simp only [zero_div, div_self hR.ne', smul_eq_mul] at key
  simp_rw [h]
  rw [intervalIntegral.integral_const_mul, key]
  exact inv_mul_cancel_left₀ hR.ne' _
```

A: The factor $R^2$ in the energy derivative is the chain rule for $e\mapsto eR^2$, at one radius and one energy.

```lean
/-- The energy derivative of the scaled orbital is `R²` times the scaled energy derivative. -/
theorem energyDeriv_scaledOrbital {R E r : ℝ} {v : ℝ → ℝ → ℝ}
    (hv : DifferentiableAt ℝ (fun e => v e (r / R)) (E * R ^ 2)) :
    HasDerivAt (fun e => scaledOrbital R v e r)
      (R ^ 2 * scaledOrbital R (energyDeriv v) E r) E := by
  have h1 : HasDerivAt (fun e : ℝ => e * R ^ 2) (R ^ 2) E := hasDerivAt_mul_const (R ^ 2)
  have h3 : HasDerivAt (fun e => v e (r / R)) (energyDeriv v (E * R ^ 2) (r / R))
      ((fun e : ℝ => e * R ^ 2) E) := hv.hasDerivAt
  have h4 := h3.comp E h1
  have h2 : HasDerivAt (fun e => v (e * R ^ 2) (r / R))
      (energyDeriv v (E * R ^ 2) (r / R) * R ^ 2) E := h4
  refine (h2.const_mul (√R)⁻¹).congr_deriv ?_
  unfold scaledOrbital
  ring
```

Q: Lean gives a non-integrable function the integral zero. Could $N_R$ be such a zero?

A: Not if $w(ER^2,\cdot)$ is continuous on $[0,1]$. Then the squared energy derivative of $u_R$ is continuous on $[0,R]$, hence integrable. Continuity is a hypothesis of this theorem only; the scaling identities don't need it.

```lean
/-- If the energy derivative of `v` is continuous in the radius on the unit sphere, the squared
energy derivative of the scaled orbital is integrable over the sphere of radius `R`. -/
theorem integrable_energyDeriv_sq {R E : ℝ} (hR : 0 < R) {v : ℝ → ℝ → ℝ}
    (hv : ∀ x ∈ Icc (0 : ℝ) 1, DifferentiableAt ℝ (fun e => v e x) (E * R ^ 2))
    (hc : ContinuousOn (energyDeriv v (E * R ^ 2)) (Icc 0 1)) :
    IntervalIntegrable (fun r => energyDeriv (scaledOrbital R v) E r ^ 2) volume 0 R := by
  have hmap : ∀ r ∈ Icc 0 R, r / R ∈ Icc (0 : ℝ) 1 := fun r hr =>
    ⟨div_nonneg hr.1 hR.le, (div_le_one hR).2 hr.2⟩
  have hd : ContinuousOn (fun r : ℝ => r / R) (Icc 0 R) :=
    (continuous_id.div_const R).continuousOn
  have h1 : ContinuousOn (fun r => energyDeriv v (E * R ^ 2) (r / R)) (Icc 0 R) :=
    hc.comp hd hmap
  have h2 : ContinuousOn (fun r => (R ^ 2 * scaledOrbital R (energyDeriv v) E r) ^ 2)
      (Icc 0 R) :=
    (continuousOn_const.mul (continuousOn_const.mul h1)).pow 2
  refine ContinuousOn.intervalIntegrable_of_Icc hR.le (h2.congr fun r hr => ?_)
  exact congrArg (· ^ 2) (energyDeriv_scaledOrbital (hv _ (hmap r hr))).deriv
```

A: For $N_R$, the proof replaces the integrand pointwise by $R^4$ times the square of the scaled $w$. It then applies the norm identity with `energyDeriv v` in the role of the orbital.

```lean
/-- The squared norm of the energy derivative scales as `N_R(E) = R⁴ N₁(E R²)`. -/
theorem dotNorm_scaledOrbital {R E : ℝ} (hR : 0 < R) {v : ℝ → ℝ → ℝ}
    (hv : ∀ x ∈ Icc (0 : ℝ) 1, DifferentiableAt ℝ (fun e => v e x) (E * R ^ 2)) :
    dotNorm R (scaledOrbital R v) E = R ^ 4 * dotNorm 1 v (E * R ^ 2) := by
  have h : dotNorm R (scaledOrbital R v) E
      = ∫ r in (0 : ℝ)..R, R ^ 4 * scaledOrbital R (energyDeriv v) E r ^ 2 := by
    unfold dotNorm sphereNorm
    apply intervalIntegral.integral_congr
    intro r hr
    rw [uIcc_of_le hR.le] at hr
    have e : energyDeriv (scaledOrbital R v) E r
        = R ^ 2 * scaledOrbital R (energyDeriv v) E r :=
      (energyDeriv_scaledOrbital
        (hv _ ⟨div_nonneg hr.1 hR.le, (div_le_one hR).2 hr.2⟩)).deriv
    change energyDeriv (scaledOrbital R v) E r ^ 2
      = R ^ 4 * scaledOrbital R (energyDeriv v) E r ^ 2
    rw [e]
    ring
  rw [h, intervalIntegral.integral_const_mul]
  exact congrArg (fun t => R ^ 4 * t) (sphereNorm_scaledOrbital hR (energyDeriv v) E)
```

Q: And the main statement?

A: It joins the three claims. The hypothesis `hv` says that $v$ is differentiable in energy at every energy and every $x\in[0,1]$. The hypothesis `hN` says that $N_1$ has derivative `N'` at $ER^2$; this is assumed, not derived from smoothness of $v$. The conclusion includes the existence of $dN_R/dE$ as well as its value.

Q: Why every energy, when the slope is taken at one?

A: Because the proof first rewrites $N_R$ as the function $e\mapsto R^4N_1(eR^2)$, using the previous theorem at each $e$. The chain rule then gives the last $R^2$.

```lean
/-- Scaling to radius `R` preserves the orbital norm, multiplies the squared norm of the energy
derivative by `R⁴`, and multiplies the energy slope of the latter by `R⁶`, with the unit-sphere
quantities taken at energy `E R²`. -/
theorem linearization_scaling {R E N' : ℝ} (hR : 0 < R) {v : ℝ → ℝ → ℝ}
    (hv : ∀ e, ∀ x ∈ Icc (0 : ℝ) 1, DifferentiableAt ℝ (fun e => v e x) e)
    (hN : HasDerivAt (dotNorm 1 v) N' (E * R ^ 2)) :
    sphereNorm R (scaledOrbital R v E) = sphereNorm 1 (v (E * R ^ 2)) ∧
    dotNorm R (scaledOrbital R v) E = R ^ 4 * dotNorm 1 v (E * R ^ 2) ∧
    HasDerivAt (dotNorm R (scaledOrbital R v)) (R ^ 6 * N') E := by
  refine ⟨sphereNorm_scaledOrbital hR v E, dotNorm_scaledOrbital hR (hv _), ?_⟩
  have hf : dotNorm R (scaledOrbital R v) = fun e => R ^ 4 * dotNorm 1 v (e * R ^ 2) :=
    funext fun e => dotNorm_scaledOrbital hR (hv _)
  -- the chain rule supplies the last factor R²
  have h1 : HasDerivAt (fun e : ℝ => e * R ^ 2) (R ^ 2) E := hasDerivAt_mul_const (R ^ 2)
  have h3 : HasDerivAt (dotNorm 1 v) N' ((fun e : ℝ => e * R ^ 2) E) := hN
  have h4 := h3.comp E h1
  have h2 : HasDerivAt (fun e => dotNorm 1 v (e * R ^ 2)) (N' * R ^ 2) E := h4
  rw [hf]
  exact (h2.const_mul (R ^ 4)).congr_deriv (by ring)
```

Q: That leaves the linearization error.

A: Here differentiability is needed only at $E_0R^2$. The proof reads the norm identity backwards, with the unit-sphere remainder in the role of the orbital. What remains is the pointwise identity I wrote for the remainder, which `ring` closes once the energy derivative is replaced by its scaled form.

```lean
/-- The squared norm of the linearization error on the sphere of radius `R` equals that of the
original orbital on the unit sphere, with both energies multiplied by `R²`. -/
theorem sphereNorm_linError {R E₀ E : ℝ} (hR : 0 < R) {v : ℝ → ℝ → ℝ}
    (hv : ∀ x ∈ Icc (0 : ℝ) 1, DifferentiableAt ℝ (fun e => v e x) (E₀ * R ^ 2)) :
    sphereNorm R (linError (scaledOrbital R v) E₀ E)
      = sphereNorm 1 (linError v (E₀ * R ^ 2) (E * R ^ 2)) := by
  rw [← sphereNorm_scaledOrbital hR (linError v (E₀ * R ^ 2)) E]
  unfold sphereNorm
  apply intervalIntegral.integral_congr
  intro r hr
  rw [uIcc_of_le hR.le] at hr
  have e : energyDeriv (scaledOrbital R v) E₀ r
      = R ^ 2 * scaledOrbital R (energyDeriv v) E₀ r :=
    (energyDeriv_scaledOrbital
      (hv _ ⟨div_nonneg hr.1 hR.le, (div_le_one hR).2 hr.2⟩)).deriv
  change linError (scaledOrbital R v) E₀ E r ^ 2
    = scaledOrbital R (linError v (E₀ * R ^ 2)) E r ^ 2
  unfold linError
  rw [e]
  unfold scaledOrbital
  ring

end

end LinearizationScaling
```

```lean
#print axioms LinearizationScaling.energyDeriv_scaledOrbital
#print axioms LinearizationScaling.integrable_energyDeriv_sq
#print axioms LinearizationScaling.linearization_scaling
#print axioms LinearizationScaling.sphereNorm_linError
```

```
'LinearizationScaling.energyDeriv_scaledOrbital' depends on axioms: [propext, Classical.choice, Quot.sound]
'LinearizationScaling.integrable_energyDeriv_sq' depends on axioms: [propext, Classical.choice, Quot.sound]
'LinearizationScaling.linearization_scaling' depends on axioms: [propext, Classical.choice, Quot.sound]
'LinearizationScaling.sphereNorm_linError' depends on axioms: [propext, Classical.choice, Quot.sound]
```

Q: What may I take back to my calculation?

A: Take a free channel, with zero potential in the sphere and orbitals that at every energy are regular at the origin, positive just outside it and normalized on the sphere. The squared error of the first-order expansion in energy then depends on $E_0R^2$ and $ER^2$ and not on the radius separately. Doubling $R$ has the same effect on it as keeping the sphere and multiplying both energies by four. This is not the band error of your calculation: LAPW fixes the coefficients of the two functions by matching at the sphere boundary, not by the Taylor expansion.
